# On finitely many sites, a projector potential $u\,\varphi\varphi^*$ with $u \neq 0$ and $\varphi \neq 0$ commutes with position exactly when $\varphi$ is a position eigenvector

## Two sites and one orbital

Take two sites with coordinates $x_1, x_2$ and an orbital with amplitudes $\varphi_1, \varphi_2$. The position matrix is $X = \mathrm{diag}(x_1, x_2)$, and the projector potential $V = u\,\varphi\varphi^*$, with $u$ real, has entries $V_{ij} = u\,\varphi_i\varphi_j^*$. The diagonal of $VX - XV$ vanishes, and its upper off-diagonal entry is

$$(VX - XV)_{12} = u\,(x_2 - x_1)\,\varphi_1\varphi_2^* .$$

For $\varphi = (1,1)/\sqrt2$ this equals $u(x_2 - x_1)/2$. The potential transfers amplitude between the sites, so it fails to commute with position when they lie at different coordinates. If the orbital sits on one site, the entry is zero.

## The Hubbard term and the velocity

In the Dudarev form of DFT+U, a single correlated orbital $\varphi$, whose occupation in one spin channel is $n_\varphi$ (between 0 and 1), gives electrons of that spin the potential $U_{\mathrm{eff}}(\tfrac12 - n_\varphi)\,\varphi\varphi^*$. The number $u$ stands for this prefactor, held fixed; it vanishes at $n_\varphi = \tfrac12$, where there is no potential to discuss.

With $\hbar = 1$ the velocity operator is $i(HX - XH)$. A local potential commutes with $X$ and contributes nothing to it, whereas a nonlocal one can add a term. In this finite, one-orbital model, the result tells when the velocity operator, whose matrix elements are used for optical response, acquires a Hubbard correction.

## The statement in words

The sites form a finite type `n`, and `x : n → ℝ` gives one Cartesian coordinate of each. For an atomic orbital, read the sites as points of a real-space grid, not as whole atoms: the orbital's extent within the atom is what keeps $V$ from commuting with $X$. `position x` is the diagonal matrix $X$, and `hubbardPotential u φ` is $V$, with `vecMulVec φ (star φ)` as the outer product $\varphi\varphi^*$.

The main theorem, `hubbardPotential_commutes_iff`, says that for real $u \neq 0$, $VX = XV$ holds if and only if $X\varphi = a\varphi$ for some real $a$. It holds for every $\varphi$, normalised or not. Since different sites may share a coordinate, an orbital spread over a plane perpendicular to the chosen axis also satisfies the condition.

`velocity_element_changes_iff` carries this over to the velocity. The Hamiltonian is an arbitrary matrix $T$ plus a local potential $W$, written `position W` because it too is a real diagonal matrix, plus $V$. For $u \neq 0$, some matrix element between vectors $a$ and $b$ differs from its value for $T$ alone if and only if no real $r$ satisfies $X\varphi = r\varphi$. The vectors are arbitrary, so the theorem does not say that a particular transition between energy eigenstates changes.

The model has one orbital, an orthonormal site basis and a fixed $u$. Several orbitals coupled by an occupation matrix, self-consistency and periodic boundary conditions are not covered.

## Derivation by matrix entries

Because $X$ is diagonal, $(VX)_{ij} = V_{ij}x_j$ and $(XV)_{ij} = x_iV_{ij}$. The commutator $C = VX - XV$ therefore has entries

$$C_{ij} = u\,(x_j - x_i)\,\varphi_i\varphi_j^* .$$

**Vanishing.** Since $u \neq 0$, $C = 0$ means that $x_i = x_j$ whenever $\varphi_i$ and $\varphi_j$ are both nonzero. The equation $X\varphi = a\varphi$ reads $x_i\varphi_i = a\varphi_i$, that is, $x_i = a$ wherever $\varphi_i \neq 0$. If $\varphi \neq 0$, the two conditions agree, with $a$ the common coordinate. If $\varphi = 0$, both hold trivially. When all coordinates differ and $\varphi \neq 0$, the common coordinate belongs to exactly one site.

**Size.** Let $\sum_i|\varphi_i|^2 = 1$, and set $p_i = |\varphi_i|^2$, $m = \sum_i p_ix_i$, $\delta_i = x_i - m$ and $\sigma^2 = \sum_i p_i\delta_i^2$. Then $\sum_i p_i\delta_i = 0$, and

$$\sum_{i,j}|C_{ij}|^2 = u^2\sum_{i,j}p_ip_j(\delta_j - \delta_i)^2 = u^2(\sigma^2 - 0 + \sigma^2) = 2u^2\sigma^2 .$$

For fixed $u$, the spread of the orbital along the chosen axis thus measures how far $V$ is from commuting with $X$.

**Velocity.** The matrix $W$ is diagonal and commutes with $X$, so

$$i[T + W + V, X] = i[T,X] + iC .$$

If $C = 0$, no matrix element changes. If some $C_{ij} \neq 0$, the site vectors $a = e_i$ and $b = e_j$ give the change $a^*(iC)b = iC_{ij} \neq 0$.

## Position as a continuous variable

The orbital could also be modelled as a square-integrable function on the real line, with $X$ acting as multiplication by the coordinate. Position then has no normalisable eigenfunctions, so the exceptional case would disappear: for $u \neq 0$ and a nonzero orbital in the domain of $X$, the commutator would never vanish. That version needs its own proof, with care about the domain of the unbounded operator $X$.

## The Lean file

```lean
import Mathlib

open Matrix

namespace DudarevNonlocality

noncomputable section

variable {n : Type*} [Fintype n] [DecidableEq n]

/-- The position operator: a diagonal matrix of real site coordinates. -/
def position (x : n → ℝ) : Matrix n n ℂ :=
  Matrix.diagonal (fun i => (x i : ℂ))

/-- The projector potential `u φ φ*` acting on a single correlated orbital `φ`. -/
def hubbardPotential (u : ℝ) (φ : n → ℂ) : Matrix n n ℂ :=
  (u : ℂ) • Matrix.vecMulVec φ (star φ)

/-- The commutator of the projector potential with the position operator. -/
def hubbardCommutator (u : ℝ) (φ : n → ℂ) (x : n → ℝ) : Matrix n n ℂ :=
  hubbardPotential u φ * position x - position x * hubbardPotential u φ

/-- The velocity operator `i [H, X]` of a Hamiltonian `H`, in units with `ħ = 1`. -/
def velocity (H : Matrix n n ℂ) (x : n → ℝ) : Matrix n n ℂ :=
  Complex.I • (H * position x - position x * H)

/-- The sum of the site coordinates weighted by `|φ i|²`; for a normalised orbital this is the mean
position. -/
def meanPosition (φ : n → ℂ) (x : n → ℝ) : ℝ :=
  ∑ i, ‖φ i‖ ^ 2 * x i

/-- The sum of the squared deviations from `meanPosition φ x`, weighted by `|φ i|²`; for a
normalised orbital this is the variance of the position. -/
def positionVariance (φ : n → ℂ) (x : n → ℝ) : ℝ :=
  ∑ i, ‖φ i‖ ^ 2 * (x i - meanPosition φ x) ^ 2

/-- Between two sites the commutator is the orbital's density-matrix element times `u` and
the difference of the site coordinates. -/
theorem hubbardCommutator_apply (u : ℝ) (φ : n → ℂ) (x : n → ℝ) (i j : n) :
    hubbardCommutator u φ x i j
      = (u : ℂ) * ((x j : ℂ) - (x i : ℂ)) * (φ i * star (φ j)) := by
  simp only [hubbardCommutator, hubbardPotential, position, Matrix.sub_apply,
    Matrix.mul_diagonal, Matrix.diagonal_mul, Matrix.smul_apply, Matrix.vecMulVec_apply,
    Pi.star_apply, smul_eq_mul]
  ring

/-- For `u ≠ 0` the commutator vanishes exactly when all sites on which the orbital has weight share
the same coordinate. -/
theorem hubbardCommutator_eq_zero_iff {u : ℝ} (hu : u ≠ 0) (φ : n → ℂ) (x : n → ℝ) :
    hubbardCommutator u φ x = 0 ↔ ∀ i j, φ i ≠ 0 → φ j ≠ 0 → x i = x j := by
  constructor
  · intro h i j hi hj
    have e := hubbardCommutator_apply u φ x i j
    rw [h, Matrix.zero_apply] at e
    have hu' : (u : ℂ) ≠ 0 := by exact_mod_cast hu
    have hne : φ i * star (φ j) ≠ 0 := mul_ne_zero hi (star_ne_zero.mpr hj)
    -- only the coordinate difference can vanish
    rcases mul_eq_zero.mp e.symm with h1 | h1
    · rcases mul_eq_zero.mp h1 with h2 | h2
      · exact absurd h2 hu'
      · have h3 : (x j : ℂ) = (x i : ℂ) := sub_eq_zero.mp h2
        exact_mod_cast h3.symm
    · exact absurd h1 hne
  · intro h
    ext i j
    rw [hubbardCommutator_apply, Matrix.zero_apply]
    by_cases hi : φ i = 0
    · simp [hi]
    · by_cases hj : φ j = 0
      · simp [hj]
      · rw [h i j hi hj]
        simp

/-- For `u ≠ 0` the projector potential commutes with the position operator if and only if the
orbital `φ` satisfies `X φ = a φ` for some real `a`, where `X` is the position matrix. -/
theorem hubbardPotential_commutes_iff {u : ℝ} (hu : u ≠ 0) (φ : n → ℂ) (x : n → ℝ) :
    hubbardPotential u φ * position x = position x * hubbardPotential u φ
      ↔ ∃ a : ℝ, position x *ᵥ φ = (a : ℂ) • φ := by
  rw [← sub_eq_zero]
  change hubbardCommutator u φ x = 0 ↔ _
  rw [hubbardCommutator_eq_zero_iff hu]
  constructor
  · intro h
    by_cases h0 : ∃ k, φ k ≠ 0
    · -- the common coordinate of the occupied sites is the eigenvalue
      obtain ⟨k, hk⟩ := h0
      refine ⟨x k, ?_⟩
      funext i
      simp only [position, Matrix.mulVec_diagonal, Pi.smul_apply, smul_eq_mul]
      by_cases hi : φ i = 0
      · simp [hi]
      · rw [h i k hi hk]
    · refine ⟨0, ?_⟩
      funext i
      have hi : φ i = 0 := by
        by_contra hne
        exact h0 ⟨i, hne⟩
      simp [position, Matrix.mulVec_diagonal, hi]
  · rintro ⟨a, ha⟩ i j hi hj
    have key : ∀ k, φ k ≠ 0 → x k = a := by
      intro k hk
      have e := congrFun ha k
      simp only [position, Matrix.mulVec_diagonal, Pi.smul_apply, smul_eq_mul] at e
      have e2 : (x k : ℂ) = (a : ℂ) := mul_right_cancel₀ hk e
      exact_mod_cast e2
    rw [key i hi, key j hj]

/-- When `u ≠ 0` and all sites have different coordinates, the potential of a nonzero orbital
commutes with position exactly when the orbital lives on a single site. -/
theorem commutes_iff_single_site {u : ℝ} (hu : u ≠ 0) {φ : n → ℂ} (hφ : φ ≠ 0)
    {x : n → ℝ} (hx : Function.Injective x) :
    hubbardPotential u φ * position x = position x * hubbardPotential u φ
      ↔ ∃! k, φ k ≠ 0 := by
  rw [← sub_eq_zero]
  change hubbardCommutator u φ x = 0 ↔ _
  rw [hubbardCommutator_eq_zero_iff hu]
  constructor
  · intro h
    obtain ⟨k, hk⟩ := Function.ne_iff.mp hφ
    exact ⟨k, hk, fun i hi => hx (h i k hi hk)⟩
  · rintro ⟨k, _, hk⟩ i j hi hj
    rw [hk i hi, hk j hj]

/-- For a normalised orbital the squared Frobenius norm of the commutator is `2 u²` times
the position variance of the orbital. -/
theorem hubbardCommutator_frobenius (u : ℝ) {φ : n → ℂ} (hφ : ∑ i, ‖φ i‖ ^ 2 = 1)
    (x : n → ℝ) :
    ∑ i, ∑ j, ‖hubbardCommutator u φ x i j‖ ^ 2 = 2 * u ^ 2 * positionVariance φ x := by
  -- deviations from the mean average to zero
  have hc : ∑ j, ‖φ j‖ ^ 2 * (x j - meanPosition φ x) = 0 := by
    simp only [mul_sub, Finset.sum_sub_distrib, ← Finset.sum_mul, hφ, one_mul]
    exact sub_eq_zero.mpr rfl
  have h : ∀ i j, ‖hubbardCommutator u φ x i j‖ ^ 2
      = u ^ 2 * ‖φ i‖ ^ 2 * (‖φ j‖ ^ 2 * (x j - meanPosition φ x) ^ 2)
        - 2 * u ^ 2 * ‖φ i‖ ^ 2 * (x i - meanPosition φ x)
          * (‖φ j‖ ^ 2 * (x j - meanPosition φ x))
        + u ^ 2 * ‖φ i‖ ^ 2 * (x i - meanPosition φ x) ^ 2 * ‖φ j‖ ^ 2 := by
    intro i j
    rw [hubbardCommutator_apply, ← Complex.ofReal_sub]
    simp only [norm_mul, norm_star, Complex.norm_real, Real.norm_eq_abs, mul_pow, sq_abs]
    ring
  -- sum over the second site, then over the first
  have inner_sum : ∀ i, ∑ j, ‖hubbardCommutator u φ x i j‖ ^ 2
      = u ^ 2 * positionVariance φ x * ‖φ i‖ ^ 2
        + u ^ 2 * (‖φ i‖ ^ 2 * (x i - meanPosition φ x) ^ 2) := by
    intro i
    simp only [h, Finset.sum_add_distrib, Finset.sum_sub_distrib, ← Finset.mul_sum, hφ, hc]
    simp only [positionVariance]
    ring
  simp only [inner_sum, Finset.sum_add_distrib, ← Finset.mul_sum, hφ]
  simp only [positionVariance]
  ring

/-- A local potential `W` leaves the velocity operator unchanged, while the projector
potential adds `i` times its commutator with position. -/
theorem velocity_hubbard (T : Matrix n n ℂ) (W : n → ℝ) (u : ℝ) (φ : n → ℂ) (x : n → ℝ) :
    velocity (T + position W + hubbardPotential u φ) x
      = velocity T x + Complex.I • hubbardCommutator u φ x := by
  have hW : position W * position x = position x * position W := by
    simp only [position, Matrix.diagonal_mul_diagonal]
    exact congrArg Matrix.diagonal (funext fun i => mul_comm _ _)
  simp only [velocity, hubbardCommutator]
  rw [← smul_add]
  congr 1
  simp only [add_mul, mul_add, hW]
  abel

/-- For `u ≠ 0`, some velocity matrix element is changed by the local and projector potentials
together if and only if no real `r` satisfies `X φ = r φ`, where `X` is the position matrix. -/
theorem velocity_element_changes_iff (T : Matrix n n ℂ) (W : n → ℝ) {u : ℝ} (hu : u ≠ 0)
    (φ : n → ℂ) (x : n → ℝ) :
    (∃ a b : n → ℂ,
      star a ⬝ᵥ (velocity (T + position W + hubbardPotential u φ) x *ᵥ b)
        ≠ star a ⬝ᵥ (velocity T x *ᵥ b))
      ↔ ¬ ∃ r : ℝ, position x *ᵥ φ = (r : ℂ) • φ := by
  rw [← hubbardPotential_commutes_iff hu φ x, velocity_hubbard]
  constructor
  · rintro ⟨a, b, h⟩ hc
    have h0 : hubbardCommutator u φ x = 0 := sub_eq_zero.mpr hc
    apply h
    rw [h0, smul_zero, add_zero]
  · intro hc
    by_contra hno
    push Not at hno
    apply hc
    apply sub_eq_zero.mp
    change hubbardCommutator u φ x = 0
    -- site basis vectors read off every entry of the commutator
    ext i j
    have e := hno (Pi.single i 1) (Pi.single j 1)
    rw [Matrix.add_mulVec, dotProduct_add] at e
    have e' := add_eq_left.mp e
    have hs : star (Pi.single i (1 : ℂ) : n → ℂ) = Pi.single i 1 := by
      funext k
      by_cases hk : k = i <;> simp [hk]
    rw [hs] at e'
    simpa [Complex.I_ne_zero] using e'

end

end DudarevNonlocality
```

```lean
#print axioms DudarevNonlocality.commutes_iff_single_site
-- 'DudarevNonlocality.commutes_iff_single_site' depends on axioms: [propext, Classical.choice, Quot.sound]
#print axioms DudarevNonlocality.hubbardCommutator_frobenius
-- 'DudarevNonlocality.hubbardCommutator_frobenius' depends on axioms: [propext, Classical.choice, Quot.sound]
#print axioms DudarevNonlocality.velocity_element_changes_iff
-- 'DudarevNonlocality.velocity_element_changes_iff' depends on axioms: [propext, Classical.choice, Quot.sound]
```

## How the proof follows the derivation

`hubbardCommutator_apply` is the entry formula, on which the vanishing criterion and the norm formula rest. In `hubbardCommutator_eq_zero_iff`, the forward direction splits the vanishing product with `mul_eq_zero` and rules out every factor except the coordinate difference. The converse checks each entry, separating the cases where an amplitude is zero.

`hubbardPotential_commutes_iff` turns the resulting condition into the eigenvector equation. It picks an occupied site `k` and uses `x k` as eigenvalue; for the zero orbital it uses 0. In the other direction, `mul_right_cancel₀` cancels the nonzero amplitude from $x_k\varphi_k = a\varphi_k$. `commutes_iff_single_site` gets uniqueness of the site from the injectivity of `x`.

In `hubbardCommutator_frobenius`, `hc` states that the weighted deviations sum to zero, and `h` expands the square around the mean. The sum over `j` is done first, in `inner_sum`, where `hc` removes the cross term; the sum over `i` then gives the two equal contributions.

`velocity_hubbard` proves that the two diagonal matrices commute and collects the remaining terms. The last theorem rewrites its right-hand side as failure to commute. For the direction that produces a changed element, it supposes that none changes and inserts the site vectors `Pi.single i 1` and `Pi.single j 1`. Each entry of $iC$ is then zero, hence $C = 0$, which contradicts the assumption.
